# Removing a fermion from a string of creation operators

A many-fermion state is written by applying creation operators to a vacuum v, and it is tempting to say that the annihilator of mode q simply deletes the creator of mode q. That rule contradicts itself. Let c_0 and c_1 create modes 0 and 1. Fermionic creators anticommute, so c_0 c_1 v = −c_1 c_0 v. Deleting c_1 on both sides gives c_0 v = −c_0 v, which would force the one-particle state to vanish. The rule also fails on c_0 c_0 v, which is zero by the exclusion principle, while deleting one factor leaves c_0 v. The deletion has to carry a sign fixed by the position of the creator, and it has to be summed over all positions that hold the mode.

## The claim

Let V be a complex vector space, and let every mode p have two linear operators a_p and c_p on V that obey the mixed canonical anticommutation relation (CAR)

    a_q c_p + c_p a_q = δ_qp,

where δ_qp is the identity operator for q = p and zero otherwise. For a list of modes L = [p₀, p₁, …, pₖ₋₁] of length k, with repetitions allowed, write C(L) for the product of the creators of p₀, …, pₖ₋₁ in that order from left to right, and C([]) = 1 for the empty list. Positions j run from 0 at the left to k − 1, and L∖j is the list with the entry at position j removed. If a vector v satisfies a_q v = 0, then

    a_q C(L) v = Σ over j with pⱼ = q of (−1)^j C(L∖j) v.

The exponent j is the number of creators standing to the left of the one removed. With positions counted from 1 the same sign reads (−1)^(j−1).

In electronic structure, C(L) v with distinct modes and v the vacuum is a Slater determinant, and the formula gives the phase with which a spin orbital is removed from it, for a finite string over orthonormal orbitals, since the right side of the CAR is δ_qp and not a general overlap.

## Derivation

Define the operator that collects all single deletions, called the contraction sum:

    K_q(L) = Σ over j with pⱼ = q of (−1)^j C(L∖j).

Let p :: L be the list L with p placed in front, so that C(p :: L) = c_p C(L). Position 0 of p :: L holds p, and removing it leaves C(L) with sign +1. Position j + 1 holds entry j of L, and removing it leaves c_p C(L∖j) with sign (−1)^(j+1) = −(−1)^j. Adding the terms gives the recursion

    K_q(p :: L) = δ_qp C(L) − c_p K_q(L).

The operator identity behind the claim is

    a_q C(L) = K_q(L) + (−1)^k C(L) a_q,

proved by induction on L. For the empty list K_q = 0 and k = 0, so both sides equal a_q. If the identity holds for L of length k, then the CAR in the form a_q c_p = δ_qp − c_p a_q gives

    a_q c_p C(L) = δ_qp C(L) − c_p a_q C(L)
                 = δ_qp C(L) − c_p K_q(L) − (−1)^k c_p C(L) a_q
                 = K_q(p :: L) + (−1)^(k+1) C(p :: L) a_q,

where the last line uses the recursion. Applied to v, the final term contains a_q v = 0 and drops, which leaves a_q C(L) v = K_q(L) v. No two creators were ever exchanged, so the mixed CAR is the only relation used.

Three consequences follow. If q does not occur in L, the sum is empty and a_q C(L) v = 0. If q occurs exactly once, L is a concatenation L₁ ++ [q] ++ L₂ with q in neither L₁ nor L₂, and one term survives:

    a_q C(L) v = (−1)^m C(L₁ ++ L₂) v,   m = length of L₁.

The third concerns the number operator c_q a_q and uses in addition c_q c_p = −c_p c_q for all p. The case p = q reads 2 c_q c_q = 0, so over ℂ it contains c_q c_q = 0. If q occurs in L, moving c_q to the right through C(L) costs one sign per step until it meets another c_q, so c_q C(L) = 0. The CAR with p = q reads c_q a_q = 1 − a_q c_q, hence c_q a_q C(L) v = C(L) v. If q does not occur, c_q a_q C(L) v = 0 by the first consequence.

## Small cases and numbers

For k = 0 the formula is the hypothesis a_q v = 0 itself. For k = 1 it reads a_q c_p v = δ_qp v. For L = [0, 0] and q = 0 it gives c_0 v − c_0 v = 0, which removes the second failure of the naive rule.

Take two modes and the basis |00⟩, |10⟩, |01⟩, |11⟩ of ℂ⁴, where the first digit is the occupation of mode 0 and the second that of mode 1. The Jordan–Wigner annihilators act as

    a_0|10⟩ = |00⟩,   a_0|11⟩ = |01⟩,   a_1|01⟩ = |00⟩,   a_1|11⟩ = −|10⟩,

and give zero on the other basis vectors; the creators are the transposed matrices. With v = |00⟩ = (1, 0, 0, 0) one finds c_0 v = |10⟩, c_1 v = |01⟩, c_0 c_1 v = |11⟩ and c_1 c_0 v = −|11⟩. For L = [0, 1] and q = 1 the only position is j = 1, so the formula predicts −c_0 v = (0, −1, 0, 0), in agreement with a_1|11⟩ = −|10⟩. For L = [1, 0] the position is j = 0 and the prediction is +c_0 v, in agreement with a_1(−|11⟩) = |10⟩. For L = [1, 0, 1] and q = 1 the positions 0 and 2 both have sign +1, and the sum is c_0 c_1 v + c_1 c_0 v = (0, 0, 0, 1) + (0, 0, 0, −1) = 0.

A program can store a determinant as an integer n whose bit p is set when mode p is occupied, with the creators ordered by increasing p from the left. Then L₁ consists of the occupied modes below q, and m is the number of set bits in n AND (2^q − 1). For the occupied modes 0, 2, 3, 5 one has n = 45, binary 101101. When mode 3 is annihilated, the AND with 2^3 − 1 = 7 leaves 101, so m = 2 and the result is +1 times the determinant 37, binary 100101. Annihilating mode 2 gives m = 1 and the sign −1. These instances and the bit representation were worked on paper and have not been through Lean, except for c_0 c_1 v = |11⟩ and the relations of the two-mode matrices.

## Formal development

```lean
import Mathlib

open Matrix

namespace FermionFock

variable {ι V : Type*} [DecidableEq ι] [AddCommGroup V] [Module ℂ V]
```

The type `ι` labels the modes and `V` is the state space. Neither is required to be finite or finite-dimensional. There is no inner product, so nothing says that c_p is the adjoint of a_p, and no norm or matrix element appears. An element of `Module.End ℂ V` is a linear operator defined on all of V, and `*` is composition with the right factor acting first.

```lean
/-- The mixed canonical anticommutation relation `a_q c_p + c_p a_q = δ_qp`. -/
def MixedCAR (a c : ι → Module.End ℂ V) : Prop :=
  ∀ q p, a q * c p + c p * a q = if p = q then 1 else 0
```

This is the CAR, with δ_qp written as `if p = q then 1 else 0` and `1` the identity operator. It is a hypothesis on the families `a` and `c`, assumed for all pairs of modes and not derived from a construction of Fock space.

```lean
/-- The ordered product of creators `c_{p_0} ⋯ c_{p_{k-1}}` for the list of modes `[p_0, …, p_{k-1}]`. -/
def creators (c : ι → Module.End ℂ V) (L : List ι) : Module.End ℂ V :=
  (L.map c).prod
```

`creators c L` is C(L). The head of the list is the leftmost factor and acts last. Entries and positions are numbered from 0, as in the derivation.

```lean
/-- The sum over positions `j` (counted from zero) holding mode `q` of `(-1)^j` times the
creator product with the creator at position `j` omitted. -/
noncomputable def contraction (c : ι → Module.End ℂ V) (q : ι) (L : List ι) :
    Module.End ℂ V :=
  ∑ j : Fin L.length, if L.get j = q then (-1 : ℂ) ^ (j : ℕ) • creators c (L.eraseIdx j) else 0
```

`contraction c q L` is K_q(L). The index `j : Fin L.length` ranges over 0, …, k − 1, `L.get j` is pⱼ, and `L.eraseIdx j` is L∖j. Positions that hold another mode contribute zero.

```lean
/-- Splitting off the first creator: `K_q(p :: L) = δ_qp C(L) - c_p K_q(L)`. -/
theorem contraction_cons (c : ι → Module.End ℂ V) (q p : ι) (L : List ι) :
    contraction c q (p :: L)
      = (if p = q then creators c L else 0) - c p * contraction c q L := by
  have h : contraction c q (p :: L)
      = (if p = q then (-1 : ℂ) ^ (0 : ℕ) • creators c L else 0)
        + ∑ j : Fin L.length, if L.get j = q then
          (-1 : ℂ) ^ ((j : ℕ) + 1) • (c p * creators c (L.eraseIdx j)) else 0 :=
    Fin.sum_univ_succ (n := L.length) _
  rw [h, pow_zero, one_smul, sub_eq_add_neg, contraction, Finset.mul_sum,
    ← Finset.sum_neg_distrib]
  congr 1
  refine Finset.sum_congr rfl fun j _ => ?_
  split_ifs
  · rw [pow_succ, mul_neg_one, neg_smul, mul_smul_comm]
  · rw [mul_zero, neg_zero]
```

This is the recursion. The equation `h` splits the sum by `Fin.sum_univ_succ` into position 0 and the positions j + 1, exactly as in the derivation. After `Finset.mul_sum` distributes c_p over K_q(L), the two sums are compared term by term, and `pow_succ` with `mul_neg_one` turns (−1)^(j+1) into −(−1)^j.

```lean
/-- Under the mixed CAR, moving `a_q` through `k` creators gives the contraction sum plus `(-1)^k` times the
creator product followed on the right by `a_q`. -/
theorem annihilator_mul_creators {a c : ι → Module.End ℂ V} (h : MixedCAR a c) (q : ι)
    (L : List ι) :
    a q * creators c L
      = contraction c q L + (-1 : ℂ) ^ L.length • (creators c L * a q) := by
  induction L with
  | nil => simp [creators, contraction]
  | cons p L ih =>
    have hc : creators c (p :: L) = c p * creators c L := rfl
    -- anticommute past the first creator, then use the induction hypothesis
    have h1 : a q * c p = (if p = q then 1 else 0) - c p * a q := eq_sub_of_add_eq (h q p)
    rw [contraction_cons, hc, ← mul_assoc, h1, sub_mul, mul_assoc, ih, mul_add,
      mul_smul_comm, List.length_cons, pow_succ, mul_neg_one, neg_smul, mul_assoc,
      ite_mul, one_mul, zero_mul]
    abel
```

This is the operator identity, valid with no reference to any vector. In the inductive step `h1` is a_q c_p = δ_qp − c_p a_q. The rewriting chain unfolds K_q(p :: L) by `contraction_cons`, substitutes `h1`, inserts the induction hypothesis `ih` and converts the sign, and `abel` regroups the three terms of the middle line of the derivation.

```lean
/-- Under the mixed CAR, if `a_q v = 0`, then `a_q c_{p_0} ⋯ c_{p_{k-1}} v` is the sum over positions `j` (counted from
zero) holding mode `q` of `(-1)^j` times the product with that creator omitted, applied to `v`. -/
theorem annihilate_fock_state {a c : ι → Module.End ℂ V} (h : MixedCAR a c) (q : ι)
    (v : V) (hv : a q v = 0) (L : List ι) :
    a q (creators c L v)
      = ∑ j : Fin L.length with L.get j = q,
          (-1 : ℂ) ^ (j : ℕ) • creators c (L.eraseIdx j) v := by
  -- the uncontracted term vanishes on `v`
  rw [← Module.End.mul_apply, annihilator_mul_creators h, LinearMap.add_apply,
    LinearMap.smul_apply, Module.End.mul_apply, hv, map_zero, smul_zero, add_zero,
    contraction, LinearMap.sum_apply, Finset.sum_filter]
  refine Finset.sum_congr rfl fun j _ => ?_
  split_ifs <;> rfl
```

The main theorem says: under the mixed CAR, for every mode q, every v with a_q v = 0 and every list L, the vector a_q C(L) v equals the sum of (−1)^j C(L∖j) v over the positions selected by `L.get j = q`. The hypothesis `hv` concerns the one mode q only, so v may be the vacuum or any state in which q is empty; v = 0 is allowed as well. A single annihilator is treated, which is the elementary step of Wick's theorem and involves no product of several annihilators and no vacuum expectation value. The proof applies `annihilator_mul_creators` to v, removes the last term with `hv`, and uses `Finset.sum_filter` to identify the restricted sum with the conditional sum in `contraction`.

```lean
/-- Under the mixed CAR, if `a_q v = 0` and mode `q` is not among the created modes, `a_q` annihilates the state. -/
theorem annihilate_absent {a c : ι → Module.End ℂ V} (h : MixedCAR a c) (q : ι)
    (v : V) (hv : a q v = 0) (L : List ι) (hq : q ∉ L) :
    a q (creators c L v) = 0 := by
  rw [annihilate_fock_state h q v hv]
  refine Finset.sum_eq_zero fun j hj => ?_
  have hj' : L.get j = q := (Finset.mem_filter.mp hj).2
  exact absurd (hj' ▸ List.get_mem L j) hq
```

Any position contributing to the sum would exhibit q as a member of L, contrary to `hq`, so the sum is zero.

```lean
/-- Under the mixed CAR, if `a_q v = 0` and mode `q` is created exactly once, `a_q` removes that creator with the
sign `(-1)` to the number of creators standing to its left. -/
theorem annihilate_single {a c : ι → Module.End ℂ V} (h : MixedCAR a c) (q : ι)
    (v : V) (hv : a q v = 0) (L₁ L₂ : List ι) (h₁ : q ∉ L₁) (h₂ : q ∉ L₂) :
    a q (creators c (L₁ ++ q :: L₂) v)
      = (-1 : ℂ) ^ L₁.length • creators c (L₁ ++ L₂) v := by
  induction L₁ with
  | nil =>
    have h0 := LinearMap.congr_fun (h q q) (creators c L₂ v)
    rw [if_pos rfl, LinearMap.add_apply, Module.End.mul_apply, Module.End.mul_apply,
      annihilate_absent h q v hv L₂ h₂, map_zero, add_zero] at h0
    rw [List.length_nil, pow_zero, one_smul]
    exact h0
  | cons p L ih =>
    have hpq : p ≠ q := fun e => h₁ (by simp [e])
    have hL : q ∉ L := fun e => h₁ (by simp [e])
    have h0 := LinearMap.congr_fun (h q p) (creators c (L ++ q :: L₂) v)
    rw [if_neg hpq, LinearMap.add_apply, Module.End.mul_apply, Module.End.mul_apply,
      ih hL, map_smul] at h0
    rw [List.length_cons, pow_succ, mul_neg_one, neg_smul]
    exact eq_neg_of_add_eq_zero_left h0
```

The list `L₁ ++ q :: L₂` with `h₁` and `h₂` contains q exactly once, at position m = `L₁.length`. The other modes may repeat. The proof does not isolate the surviving term of the sum but repeats the induction on L₁. For empty L₁ it applies the CAR with p = q to C(L₂) v, where the term c_q a_q C(L₂) v vanishes by `annihilate_absent`. For L₁ beginning with p ≠ q the CAR gives a_q c_p = −c_p a_q, and `ih` supplies the remaining sign.

```lean
omit [DecidableEq ι] in
/-- If `c_q² = 0` and `c_q` anticommutes with every creator, then `c_q` annihilates any creator
product that already contains mode `q`. -/
theorem creator_mul_creators_of_mem (c : ι → Module.End ℂ V) (q : ι)
    (hsq : c q * c q = 0) (hcc : ∀ p, c q * c p = -(c p * c q)) (L : List ι) (hq : q ∈ L) :
    c q * creators c L = 0 := by
  induction L with
  | nil => simp at hq
  | cons p L ih =>
    have hc : creators c (p :: L) = c p * creators c L := rfl
    rw [hc, ← mul_assoc]
    rcases List.mem_cons.mp hq with e | e
    · rw [← e, hsq, zero_mul]
    · rw [hcc p, neg_mul, mul_assoc, ih e, mul_zero, neg_zero]
```

Here `hsq` is c_q c_q = 0 and `hcc` is the anticommutation of c_q with every creator; no annihilator enters. Over ℂ, `hsq` already follows from the case p = q of `hcc`, but the statement lists it as a separate hypothesis. If the head of the list is q, the product vanishes by `hsq`. Otherwise q lies in the tail, `hcc p` moves c_q one place to the right, and the induction hypothesis applies.

```lean
/-- Under the mixed CAR, `c_q² = 0`, anticommutation of `c_q` with every creator and `a_q v = 0`, the operator `c_q a_q` leaves the vector
`c_{p_0} ⋯ c_{p_{k-1}} v` unchanged if `q` is among the `p_j` and gives zero otherwise. -/
theorem number_operator_fock_state {a c : ι → Module.End ℂ V} (h : MixedCAR a c) (q : ι)
    (hsq : c q * c q = 0) (hcc : ∀ p, c q * c p = -(c p * c q))
    (v : V) (hv : a q v = 0) (L : List ι) :
    c q (a q (creators c L v)) = if q ∈ L then creators c L v else 0 := by
  split_ifs with hq
  · -- `c_q a_q = 1 - a_q c_q`, and `c_q` kills an occupied state
    have h0 := LinearMap.congr_fun (h q q) (creators c L v)
    have h1 : c q (creators c L v) = 0 := by
      rw [← Module.End.mul_apply, creator_mul_creators_of_mem c q hsq hcc L hq]
      rfl
    rw [if_pos rfl, LinearMap.add_apply, Module.End.mul_apply, Module.End.mul_apply,
      h1, map_zero, zero_add] at h0
    exact h0
  · rw [annihilate_absent h q v hv L hq, map_zero]
```

The two branches are the two cases of the third consequence. In the first, `h1` states c_q C(L) v = 0, and the CAR applied to C(L) v reduces to c_q a_q C(L) v = C(L) v. The theorem gives occupation 1 or 0 as an equation between vectors. It does not state that C(L) v is nonzero, which is needed before the state can be called an eigenvector.

```lean
/-- Jordan-Wigner annihilation matrices of two modes in the basis `|00⟩, |10⟩, |01⟩, |11⟩`. -/
def jwMatrix : Fin 2 → Matrix (Fin 4) (Fin 4) ℂ :=
  ![!![0, 1, 0, 0; 0, 0, 0, 0; 0, 0, 0, 1; 0, 0, 0, 0],
    !![0, 0, 1, 0; 0, 0, 0, -1; 0, 0, 0, 0; 0, 0, 0, 0]]
```

These are the matrices of a_0 and a_1 used above, written row by row. The entry −1 in a_1 is the sign for passing an occupied mode 0.

```lean
/-- The two-mode annihilators as operators on `ℂ⁴`. -/
noncomputable def jwA (q : Fin 2) : Module.End ℂ (Fin 4 → ℂ) := Matrix.toLin' (jwMatrix q)
```

`Matrix.toLin'` turns a matrix into the operator that multiplies column vectors in ℂ⁴.

```lean
/-- The two-mode creators on `ℂ⁴`, given by the transposed matrices. -/
noncomputable def jwC (q : Fin 2) : Module.End ℂ (Fin 4 → ℂ) := Matrix.toLin' (jwMatrix q)ᵀ
```

The entries are real, so the transpose coincides with the Hermitian conjugate.

```lean
/-- The two-mode Jordan-Wigner operators obey all the relations used above, both annihilators
kill `(1, 0, 0, 0)`, and `c_0 c_1` maps it to `(0, 0, 0, 1)`. -/
theorem car_witness :
    MixedCAR jwA jwC ∧ (∀ q, jwC q * jwC q = 0) ∧
      (∀ q p, jwC q * jwC p = -(jwC p * jwC q)) ∧
      (∀ q, jwA q ![1, 0, 0, 0] = 0) ∧
      creators jwC [0, 1] ![1, 0, 0, 0] = ![0, 0, 0, 1] := by
  refine ⟨fun q p => ?_, fun q => ?_, fun q p => ?_, fun q => ?_, ?_⟩
  · refine LinearMap.ext fun x => funext fun i => ?_
    fin_cases q <;> fin_cases p <;> fin_cases i <;>
      simp [jwA, jwC, jwMatrix, Matrix.toLin'_apply, Matrix.mulVec, dotProduct,
        Matrix.vecMul, Matrix.transpose_apply,
        Fin.sum_univ_four]
  · refine LinearMap.ext fun x => funext fun i => ?_
    fin_cases q <;> fin_cases i <;>
      simp [jwC, jwMatrix, Matrix.toLin'_apply, Matrix.mulVec, dotProduct,
        Fin.sum_univ_four]
  · refine LinearMap.ext fun x => funext fun i => ?_
    fin_cases q <;> fin_cases p <;> fin_cases i <;>
      simp [jwC, jwMatrix, Matrix.toLin'_apply, Matrix.mulVec, dotProduct,
        Matrix.mul_apply, Matrix.transpose_apply,
        Fin.sum_univ_four]
  · funext i
    fin_cases q <;> fin_cases i <;>
      simp [jwA, jwMatrix, Matrix.toLin'_apply, Matrix.mulVec, dotProduct,
        Fin.sum_univ_four]
  · funext i
    fin_cases i <;>
      simp [creators, jwC, jwMatrix, Matrix.toLin'_apply, Matrix.mulVec, dotProduct,
        Fin.sum_univ_four]

end FermionFock
```

The two-mode model satisfies the mixed CAR, c_q c_q = 0 and the anticommutation of creators; both annihilators send the unit vector (1, 0, 0, 0) to zero; and c_0 c_1 sends it to the unit vector (0, 0, 0, 1). Every assumption of the preceding theorems is therefore met by a system whose two-particle state is nonzero. The anticommutation of annihilators with each other is neither used nor stated. Each part is proved by running `fin_cases` over the four vector components and any quantified modes and letting `simp` evaluate the matrix–vector products.

```lean
#print axioms FermionFock.annihilate_single
#print axioms FermionFock.number_operator_fock_state
```

```
'FermionFock.annihilate_single' depends on axioms: [propext, Classical.choice, Quot.sound]
'FermionFock.number_operator_fock_state' depends on axioms: [propext, Classical.choice, Quot.sound]
```
